# In a real two-band Hamiltonian with q ↦ −q mirror symmetry represented by σ_z, the diagonal entries are even in q and the entry H₀₁ is odd

The model is a two-band Hamiltonian given as a real 2×2 matrix H(k,q) for real k and q; neither smoothness in k and q nor symmetry of the matrix is assumed. The mirror q ↦ −q acts on the two orbitals through σ_z, and the hypothesis is that σ_z H(k,q) σ_z = H(k,−q) for all k and q. The theorem `mirror_parity` concludes that H₀₀ and H₁₁ are unchanged when q changes sign, while H₀₁ changes sign. The attempt replaces H(k,−q) by the product σ_z H(k,q) σ_z and asks `simp` to compute the three entries.

An attempt in Lean 4 with a fault in it:

```lean
import Mathlib

open Filter Topology Set

namespace MirrorParity

noncomputable section

/-- The Pauli matrix `σ_z`, which represents the mirror on the two orbitals. -/
def sigmaZ : Matrix (Fin 2) (Fin 2) ℝ := !![1, 0; 0, -1]

/-- The mirror `q ↦ -q` is a symmetry of the two-band Hamiltonian:
`σ_z H(k,q) σ_z = H(k,-q)`. -/
def MirrorSymmetric (H : ℝ → ℝ → Matrix (Fin 2) (Fin 2) ℝ) : Prop :=
  ∀ k q, sigmaZ * H k q * sigmaZ = H k (-q)

/-- Under the mirror symmetry the diagonal entries are even in `q` and the off-diagonal entry `H₀₁`
is odd. -/
theorem mirror_parity {H : ℝ → ℝ → Matrix (Fin 2) (Fin 2) ℝ} (hM : MirrorSymmetric H)
    (k q : ℝ) : H k (-q) 0 0 = H k q 0 0 ∧ H k (-q) 1 1 = H k q 1 1 ∧
      H k (-q) 0 1 = -H k q 0 1 := by
  rw [← hM k q]
  simp [sigmaZ, Matrix.mul_apply, Fin.sum_univ_two]

end

end MirrorParity
```

Lean reports:

```
Main.lean:21:35: error: unsolved goals
H : ℝ → ℝ → Matrix (Fin 2) (Fin 2) ℝ
hM : MirrorSymmetric H
k q : ℝ
⊢ Matrix.vecMul ![1, 0] (H k q) 0 = H k q 0 0 ∧
    -Matrix.vecMul ![0, -1] (H k q) 1 = H k q 1 1 ∧ Matrix.vecMul ![1, 0] (H k q) 1 = H k q 0 1
```

Diagnosis. The error reports that `simp` stopped with three equations unproved. They are true: `Matrix.vecMul ![1, 0] (H k q) 0`, for instance, is the row (1, 0) times the matrix, at column 0, which is H₀₀. But nothing `simp` had to hand writes such an entry out as a sum.

The `vecMul` terms come from the order of rewriting. `simp` works on inner terms first, so it unfolded `sigmaZ` into explicit rows while the inner product `sigmaZ * H k q` was still whole. Mathlib's `simp` lemma for a product whose left factor is given by rows then turned that product into `vecMul` terms, which `Matrix.mul_apply` does not match.

The repair splits the call in two. `simp only [Matrix.mul_apply, Fin.sum_univ_two]` expands both products into sums of entries while `sigmaZ` is still folded, so the row lemma has nothing to act on. `simp [sigmaZ]` then puts in the entries 1, 0 and −1 and finishes the arithmetic. The added comment only records this order.

Fix (accepted with no message):

```diff
@@ -21,5 +21,7 @@
       H k (-q) 0 1 = -H k q 0 1 := by
   rw [← hM k q]
-  simp [sigmaZ, Matrix.mul_apply, Fin.sum_univ_two]
+  -- expand the products entrywise before inserting the entries of `σ_z`
+  simp only [Matrix.mul_apply, Fin.sum_univ_two]
+  simp [sigmaZ]
 
 end
```
